# The permanent of a unitary matrix has modulus at most one

## A probability that might exceed one

If a unitary matrix could have a permanent of modulus greater than one, the amplitude rule for non-interacting bosons would predict probabilities above one. Let $N$ identical bosons enter a lossless linear device with $N$ modes, one boson in each mode. The device is described by a unitary matrix $U$, whose entry $U_{kj}$ is the amplitude for a single boson entering mode $j$ to leave in mode $k$. The amplitude that the bosons again leave one in each mode is the permanent

$$\operatorname{per} U=\sum_{\sigma}\prod_{i} U_{\sigma(i)\,i},$$

where $\sigma$ runs over the $N!$ permutations. Its squared modulus is a probability.

Estimating the sum term by term does not keep it below one. For the three-mode Fourier matrix every entry has modulus $1/\sqrt3$, and the triangle inequality gives only $|\operatorname{per}U|\le 6/(3\sqrt3)\approx1.15$. The permanent also lacks the product rule that gives $|\det U|=1$ at once in the fermionic case. The bound follows when the permanent is recognised as an overlap of two normalised states.

## Symmetrised wavefunctions

Let there be $M$ modes and $N$ particles. The columns of an $M\times N$ matrix $A$ are $N$ one-particle states. A configuration is a function $f$ that assigns to each particle $i$ a mode $f(i)$. The symmetrised product of the columns is the wavefunction

$$\Psi_A(f)=\frac1{\sqrt{N!}}\sum_\sigma\prod_i A_{f(i)\,\sigma(i)},$$

and the overlap of two wavefunctions is $\langle\Phi|\Psi\rangle=\sum_f\overline{\Phi(f)}\,\Psi(f)$.

For $A=1$, with $M=N$, this is the state with one boson in each mode. If every particle evolves independently under $U$, then

$$\sum_g\prod_i U_{f(i)\,g(i)}\,\Psi_1(g)=\frac1{\sqrt{N!}}\sum_\sigma\prod_iU_{f(i)\,\sigma(i)}=\Psi_U(f),$$

where $g$ runs over the input configurations. The amplitude sought is therefore $\langle\Psi_1|\Psi_U\rangle$.

## The overlap is a permanent

Write $G=A^\dagger B$ for the matrix of one-particle overlaps. Inserting the definitions gives

$$\langle\Psi_A|\Psi_B\rangle=\frac1{N!}\sum_\tau\sum_\sigma\sum_f\prod_i\overline{A_{f(i)\,\sigma(i)}}\,B_{f(i)\,\tau(i)}.$$

For fixed $\sigma$ and $\tau$, each $f(i)$ is summed independently over the modes $k$, so the sum factorises:

$$\sum_f\prod_i\overline{A_{f(i)\,\sigma(i)}}\,B_{f(i)\,\tau(i)}=\prod_i\sum_k\overline{A_{k\,\sigma(i)}}\,B_{k\,\tau(i)}=\prod_iG_{\sigma(i)\,\tau(i)}.$$

Now keep $\tau$ fixed and sum over $\sigma$. With $j=\tau(i)$ and $\rho=\sigma\tau^{-1}$,

$$\sum_\sigma\prod_iG_{\sigma(i)\,\tau(i)}=\sum_\rho\prod_jG_{\rho(j)\,j}=\operatorname{per}G.$$

Each of the $N!$ choices of $\tau$ gives this same value, which cancels the prefactor. Hence

$$\langle\Psi_A|\Psi_B\rangle=\operatorname{per}(A^\dagger B).$$

If the columns of $A$ are orthonormal, then $A^\dagger A=1$ and $\langle\Psi_A|\Psi_A\rangle=\operatorname{per}1=1$. For $A=1$ and $B=U$ the overlap is $\operatorname{per}U$, the amplitude for one boson in each mode.

## The bound, for a block and for the whole matrix

For normalised $\Phi$ and $\Psi$, the inequality $(|\Phi(f)|-|\Psi(f)|)^2\ge0$ gives

$$|\langle\Phi|\Psi\rangle|\le\sum_f|\Phi(f)||\Psi(f)|\le\sum_f\frac{|\Phi(f)|^2+|\Psi(f)|^2}{2}=1.$$

Take a unitary $U$ on $M$ modes, $N$ distinct output modes $p(i)$ and $N$ distinct input modes $q(j)$. Let $E$ have the unit vectors of the modes $p(j)$ as columns, and let $W$ have the columns $q(j)$ of $U$. Then

$$(E^\dagger E)_{ij}=\delta_{p(i)\,p(j)}=\delta_{ij},\qquad (W^\dagger W)_{ij}=(U^\dagger U)_{q(i)\,q(j)}=\delta_{ij},$$

so both boson states are normalised. Their one-particle overlaps are $(E^\dagger W)_{ij}=U_{p(i)\,q(j)}$, and the permanent of this block has modulus at most one. Choosing all modes in their given order yields $|\operatorname{per}U|\le1$.

If modes may be repeated, the bound can fail: for the single-mode unitary $U=1$ with two particles, the block is a $2\times2$ matrix of ones, with permanent 2. The states are then no longer normalised.

## Relabelled modes and the beam splitter

The bound is attained by a device that only permutes the modes and adds phases. Let $P_{ij}=d_i\,\delta_{i\,\pi(j)}$ with $|d_i|=1$ and a permutation $\pi$. Then $(P^\dagger P)_{ij}=|d_{\pi(i)}|^2\delta_{ij}=\delta_{ij}$. Only $\sigma=\pi$ contributes to the permanent, which is $\prod_jd_{\pi(j)}$, of modulus one.

For a two-mode beam splitter with transmission amplitude $t$ and reflection amplitude $r$,

$$\operatorname{per}\begin{pmatrix}t&r\\-\bar r&\bar t\end{pmatrix}=t\bar t+(-\bar r)r=|t|^2-|r|^2.$$

The matrix is unitary when $|t|^2+|r|^2=1$. At $|t|=|r|$ the coincidence amplitude vanishes, which is the Hong–Ou–Mandel cancellation for perfectly indistinguishable photons.

## What the Lean theorems say

The main theorem, `norm_permanent_unitary_le_one`, takes a complex matrix `U` whose rows and columns are indexed by a finite type `n`, assumes that it belongs to `Matrix.unitaryGroup n ℂ`, and concludes `‖U.permanent‖ ≤ 1`. The norm is the modulus of a complex number.

The letters `m` and `n` denote index types, not numbers. The elements of `m` are modes; those of `n` label both the particles and the one-particle states, and in the theorems about a full matrix indexed by `n` they are the modes as well. The particle number $N$ is `Fintype.card n`, and a configuration is a function `f : n → m`. In `norm_permanent_block_le_one`, the maps `p` and `q` select output and input modes, and their injectivity says that the modes in each list are distinct. The block is `U.submatrix p q`.

The function `overlap` is conjugate-linear in its first argument. `symNorm` is the prefactor $1/\sqrt{N!}$, not the norm of a state. Despite its name, `bosonState A` need not be normalised: two bosons in the same normalised one-particle state give squared norm 2. Normalisation is proved when `Aᴴ * A = 1`.

`one_per_mode_amplitude` identifies the overlap of `bosonState 1` with `bosonState U` as the permanent. That a real device turns the first state into the second is the physical step left to the reader's model: it holds if the bosons evolve independently under the same $U$, without loss or interactions. Within that model of finitely many modes, the bound is useful in simulations of photon interference: when the input modes are distinct and the output modes are distinct, a computed permanent clearly above one in modulus reveals an error or a loss of precision. With repeated modes a larger permanent can be correct.

## The definitions and proofs in Lean

```lean
import Mathlib

open Matrix Equiv
open scoped ComplexConjugate

namespace BosonPermanent

noncomputable section

variable {m n α : Type*} [Fintype m] [Fintype n] [DecidableEq n] [Fintype α]

/-- The Hermitian overlap of two wavefunctions on a finite set of configurations. -/
def overlap (Φ Ψ : α → ℂ) : ℂ := ∑ f, conj (Φ f) * Ψ f

/-- The prefactor `1/√N!` of a symmetrised product of `N` one-particle states. -/
def symNorm (N : ℕ) : ℝ := (Real.sqrt (N.factorial : ℝ))⁻¹

/-- The symmetrised product of the one-particle states in the columns of `A`, with prefactor
`1/√N!`, as a wavefunction of the modes `f i` occupied by the particles `i`. -/
def bosonState (A : Matrix m n ℂ) (f : n → m) : ℂ :=
  (symNorm (Fintype.card n) : ℂ) * ∑ σ : Perm n, ∏ i, A (f i) (σ i)

/-- Relabelling the columns of a square matrix by a permutation `τ` does not change its
permanent. -/
theorem sum_perm_relabel (G : Matrix n n ℂ) (τ : Perm n) :
    ∑ σ : Perm n, ∏ i, G (σ i) (τ i) = G.permanent := by
  rw [Matrix.permanent]
  refine Fintype.sum_equiv (Equiv.mulRight τ⁻¹) _ _ (fun σ => ?_)
  refine Fintype.prod_equiv τ _ _ (fun i => ?_)
  simp

/-- The overlap of two symmetrised product states is the permanent of the matrix of
one-particle overlaps. -/
theorem overlap_bosonState (A B : Matrix m n ℂ) :
    overlap (bosonState A) (bosonState B) = (Aᴴ * B).permanent := by
  -- for fixed permutations the sum over configurations factorises
  have key : ∀ σ τ : Perm n,
      ∑ f : n → m, conj (∏ i, A (f i) (σ i)) * ∏ i, B (f i) (τ i)
        = ∏ i, (Aᴴ * B) (σ i) (τ i) := by
    intro σ τ
    simp only [Matrix.mul_apply, Matrix.conjTranspose_apply]
    rw [Finset.prod_univ_sum, Fintype.piFinset_univ]
    refine Finset.sum_congr rfl fun f _ => ?_
    rw [map_prod, ← Finset.prod_mul_distrib]
    simp only [starRingEnd_apply]
  have expand : ∀ f : n → m, conj (bosonState A f) * bosonState B f
      = (symNorm (Fintype.card n) : ℂ) * (symNorm (Fintype.card n) : ℂ) *
        ∑ τ : Perm n, ∑ σ : Perm n,
          conj (∏ i, A (f i) (σ i)) * ∏ i, B (f i) (τ i) := by
    intro f
    simp only [bosonState, map_mul, Complex.conj_ofReal, map_sum,
      ← Finset.sum_mul, ← Finset.mul_sum]
    ring
  have inner_sum : ∀ τ : Perm n, ∑ f : n → m, ∑ σ : Perm n,
      conj (∏ i, A (f i) (σ i)) * ∏ i, B (f i) (τ i) = (Aᴴ * B).permanent := by
    intro τ
    rw [Finset.sum_comm, Finset.sum_congr rfl fun σ _ => key σ τ]
    exact sum_perm_relabel _ τ
  -- the N! equal terms cancel the normalisation
  have hc : (symNorm (Fintype.card n) : ℂ) * (symNorm (Fintype.card n) : ℂ) *
      ((Fintype.card n).factorial : ℂ) = 1 := by
    have hr : symNorm (Fintype.card n) * symNorm (Fintype.card n) *
        ((Fintype.card n).factorial : ℝ) = 1 := by
      rw [symNorm, ← mul_inv, Real.mul_self_sqrt (Nat.cast_nonneg _)]
      exact inv_mul_cancel₀ (Nat.cast_ne_zero.mpr (Nat.factorial_ne_zero _))
    exact_mod_cast hr
  rw [overlap, Finset.sum_congr rfl fun f _ => expand f, ← Finset.mul_sum,
    Finset.sum_comm, Finset.sum_congr rfl fun τ _ => inner_sum τ, Finset.sum_const,
    Finset.card_univ, Fintype.card_perm, nsmul_eq_mul, ← mul_assoc, hc, one_mul]

/-- Two normalised wavefunctions have an overlap of modulus at most one. -/
theorem norm_overlap_le_one (Φ Ψ : α → ℂ) (hΦ : overlap Φ Φ = 1) (hΨ : overlap Ψ Ψ = 1) :
    ‖overlap Φ Ψ‖ ≤ 1 := by
  have total : ∀ X : α → ℂ, overlap X X = 1 → ∑ f, ‖X f‖ ^ 2 = 1 := by
    intro X hX
    have h : ((∑ f, ‖X f‖ ^ 2 : ℝ) : ℂ) = 1 := by
      refine Eq.trans ?_ hX
      rw [overlap]
      push_cast
      exact Finset.sum_congr rfl fun f _ => (Complex.conj_mul' _).symm
    exact_mod_cast h
  calc ‖overlap Φ Ψ‖ ≤ ∑ f, ‖conj (Φ f) * Ψ f‖ := norm_sum_le _ _
    _ ≤ ∑ f, (‖Φ f‖ ^ 2 + ‖Ψ f‖ ^ 2) / 2 := by
        refine Finset.sum_le_sum fun f _ => ?_
        rw [norm_mul, RCLike.norm_conj]
        nlinarith [sq_nonneg (‖Φ f‖ - ‖Ψ f‖)]
    _ = 1 := by
        rw [← Finset.sum_div, Finset.sum_add_distrib, total Φ hΦ, total Ψ hΨ]
        norm_num

/-- If the columns of `A` are orthonormal, their symmetrised product state is normalised. -/
theorem bosonState_normalised (A : Matrix m n ℂ) (hA : Aᴴ * A = 1) :
    overlap (bosonState A) (bosonState A) = 1 := by
  rw [overlap_bosonState, hA, Matrix.permanent_one]

omit [Fintype n] [DecidableEq n] in
/-- The one-particle overlaps between selected columns of `V` and of `W` form a block of
`Vᴴ W`. -/
theorem gram_submatrix (V W : Matrix m m ℂ) (p q : n → m) :
    (V.submatrix id p)ᴴ * W.submatrix id q = (Vᴴ * W).submatrix p q := by
  ext i j
  simp [Matrix.mul_apply]

/-- For a unitary `U` on any number of modes, the block of `U` with distinct output modes `p`
and distinct input modes `q`, equally many, has a permanent of modulus at most one. -/
theorem norm_permanent_block_le_one [DecidableEq m] (U : Matrix m m ℂ)
    (hU : U ∈ Matrix.unitaryGroup m ℂ) (p q : n → m)
    (hp : Function.Injective p) (hq : Function.Injective q) :
    ‖(U.submatrix p q).permanent‖ ≤ 1 := by
  have hU' : Uᴴ * U = 1 := Matrix.mem_unitaryGroup_iff'.mp hU
  have hout : ((1 : Matrix m m ℂ).submatrix id p)ᴴ * (1 : Matrix m m ℂ).submatrix id p = 1 := by
    rw [gram_submatrix, Matrix.conjTranspose_one, one_mul, Matrix.submatrix_one p hp]
  have hin : (U.submatrix id q)ᴴ * U.submatrix id q = 1 := by
    rw [gram_submatrix, hU', Matrix.submatrix_one q hq]
  -- the permanent is the overlap of two normalised boson states
  have h := norm_overlap_le_one _ _ (bosonState_normalised _ hout) (bosonState_normalised _ hin)
  rwa [overlap_bosonState, gram_submatrix, Matrix.conjTranspose_one, one_mul] at h

/-- The overlap of the state with one boson in each mode with the symmetrised product of the
columns of `U` is the permanent of `U`. -/
theorem one_per_mode_amplitude (U : Matrix n n ℂ) :
    overlap (bosonState (1 : Matrix n n ℂ)) (bosonState U) = U.permanent := by
  rw [overlap_bosonState, Matrix.conjTranspose_one, one_mul]

/-- Every unitary matrix has a permanent of modulus at most one. -/
theorem norm_permanent_unitary_le_one (U : Matrix n n ℂ)
    (hU : U ∈ Matrix.unitaryGroup n ℂ) : ‖U.permanent‖ ≤ 1 :=
  norm_permanent_block_le_one U hU id id Function.injective_id Function.injective_id

/-- A permutation of the modes combined with phases `d i` of modulus one is unitary, and its
permanent has modulus exactly one. -/
theorem phase_permutation_attains (d : n → ℂ) (hd : ∀ i, ‖d i‖ = 1) (π : Perm n) :
    (Matrix.diagonal d).submatrix id π ∈ Matrix.unitaryGroup n ℂ ∧
      ‖((Matrix.diagonal d).submatrix id π).permanent‖ = 1 := by
  constructor
  · have hD : (Matrix.diagonal d)ᴴ * Matrix.diagonal d = 1 := by
      rw [Matrix.diagonal_conjTranspose, Matrix.diagonal_mul_diagonal, ← Matrix.diagonal_one]
      congr 1
      funext i
      have h := Complex.conj_mul' (d i)
      rw [hd i] at h
      exact h.trans (by norm_num)
    rw [Matrix.mem_unitaryGroup_iff', Matrix.star_eq_conjTranspose, gram_submatrix, hD,
      Matrix.submatrix_one _ π.injective]
  · have h : ((Matrix.diagonal d).submatrix id π).permanent = (Matrix.diagonal d).permanent :=
      by
        rw [← sum_perm_relabel (Matrix.diagonal d) π]
        simp only [Matrix.permanent, Matrix.submatrix_apply, id_eq]
    rw [h, Matrix.permanent_diagonal, norm_prod]
    simp [hd]

/-- The two-mode matrix with transmission amplitude `t` and reflection amplitude `r` has
permanent `|t|² - |r|²`. -/
theorem beamSplitter_permanent (t r : ℂ) :
    (!![t, r; -conj r, conj t] : Matrix (Fin 2) (Fin 2) ℂ).permanent
      = ((‖t‖ ^ 2 - ‖r‖ ^ 2 : ℝ) : ℂ) := by
  have h2 : ∀ M : Matrix (Fin 2) (Fin 2) ℂ,
      M.permanent = M 0 0 * M 1 1 + M 1 0 * M 0 1 := by
    intro M
    have hs : (Finset.univ : Finset (Perm (Fin 2))) = {1, Equiv.swap 0 1} := by decide
    rw [Matrix.permanent, hs, Finset.sum_pair (by decide)]
    simp [Fin.prod_univ_two]
  rw [h2]
  change t * conj t + -conj r * r = _
  push_cast
  linear_combination Complex.mul_conj' t - Complex.mul_conj' r

end

end BosonPermanent
```

```lean
#print axioms BosonPermanent.one_per_mode_amplitude
#print axioms BosonPermanent.norm_permanent_unitary_le_one
#print axioms BosonPermanent.phase_permutation_attains
#print axioms BosonPermanent.beamSplitter_permanent
```

```
'BosonPermanent.one_per_mode_amplitude' depends on axioms: [propext, Classical.choice, Quot.sound]
'BosonPermanent.norm_permanent_unitary_le_one' depends on axioms: [propext, Classical.choice, Quot.sound]
'BosonPermanent.phase_permutation_attains' depends on axioms: [propext, Classical.choice, Quot.sound]
'BosonPermanent.beamSplitter_permanent' depends on axioms: [propext, Classical.choice, Quot.sound]
```

## How Lean obtains the overlap formula

`sum_perm_relabel` is the change of variables from $\sigma$ to $\rho=\sigma\tau^{-1}$. `Fintype.sum_equiv` reindexes the sum over permutations, and `Fintype.prod_equiv` reindexes the factors by $j=\tau(i)$.

`overlap_bosonState` contains the main calculation, in four intermediate statements:

- `key` factorises the sum over configurations for fixed permutations. `Finset.prod_univ_sum` expands the product of mode sums into a sum over all functions `f`, after which the two sides are compared term by term.
- `expand` multiplies out the two symmetrised products and collects their prefactors.
- `inner_sum` exchanges the sums over `f` and `σ`, applies `key`, and uses the relabelling lemma to obtain the permanent for each `τ`.
- `hc` shows that the squared prefactor times $N!$ equals one.

The closing rewrite moves the sum over `τ` outside. `Finset.sum_const` and `Fintype.card_perm` then count its $N!$ equal terms, and `hc` removes the factor.

## How normalisation gives the bound

In `norm_overlap_le_one`, the auxiliary statement `total` turns the complex equation `overlap X X = 1` into the real equation $\sum_f|X(f)|^2=1$. The `calc` block then follows the two inequalities derived above: `norm_sum_le` is the triangle inequality, and `nlinarith` receives the square $(|\Phi(f)|-|\Psi(f)|)^2$ as a hint.

`bosonState_normalised` combines the overlap formula with the permanent of the identity. `gram_submatrix` states that overlaps between selected columns of `V` and `W` form a block of `Vᴴ * W`. It serves three times in the block theorem: in `hout` for the orthonormality of the selected unit vectors, in `hin` for that of the selected columns of `U`, and at the end to recognise the overlap matrix as the block itself. The theorem for the full matrix sets both selections to `id`.

For `phase_permutation_attains`, unitarity follows from $\overline{d_i}d_i=1$ and the injectivity of `π`. The relabelling lemma removes the permutation from the permanent, leaving that of a diagonal matrix, whose modulus is a product of ones.

In `beamSplitter_permanent`, `decide` checks that the identity and the swap are the only permutations of two labels, which gives the explicit formula `h2`. The final `linear_combination` replaces $t\bar t$ and $r\bar r$ by squared moduli. This identity holds for all complex `t` and `r`; unitarity enters only when the matrix is interpreted as a lossless beam splitter.
